# As the time step shrinks at fixed dimensionless force constant, a stable Verlet auxiliary density with exact starting values converges on bounded time intervals to a ground-state density with bounded acceleration

## Definitions and conventions

Let $E$ be a real normed space, for instance density matrices in a fixed basis, and let $D:\mathbb R\to E$ be the electronic ground-state density as a function of time. It has velocity $V=D'$ and acceleration $A=V'$, with $\|A(t)\|\le M$ for all $t$. This condition stands for smooth nuclear motion on which the ground state depends smoothly; a level crossing at which the density jumps would violate it.

For a time step $h\ge 0$ and a dimensionless force constant $\kappa$, the auxiliary density $P$ starts from $P_0=D(0)$, $P_1=D(h)$ and obeys

$$P_{n+2}=2P_{n+1}-P_n+\kappa\bigl(D((n+1)h)-P_{n+1}\bigr).$$

This is the Verlet scheme for a harmonic well centred at $D$. If the well has frequency $\omega_{\rm aux}$, then $\kappa=(h\,\omega_{\rm aux})^2$. Holding $\kappa$ fixed while $h\to0$ therefore makes the auxiliary oscillator faster.

The tracking error is $e_n=P_n-D(nh)$, and the central second difference is $\delta^2D(t)=D(t+h)-2D(t)+D(t-h)$. For $0<\kappa<4$ there is an angle $\theta\in(0,\pi)$ with $\cos\theta=1-\kappa/2$, the phase advance per step of the undriven oscillator. The claim is

$$\|e_n\|\le \frac{n h^2M}{\sin\theta}.$$

In extended Lagrangian Born-Oppenheimer dynamics with an iterated electronic optimisation, $P$ provides the starting guess for that optimisation. The bound controls the quality of that guess in a model where $D$ is a prescribed curve, unaffected by $P$, and the auxiliary motion has no damping.

## The error as a driven oscillator

**The drive is small.** Fix $t$ and put $g(s)=D(t+s)-2D(t)+D(t-s)$. Then $g(0)=0$ and $g'(s)=V(t+s)-V(t-s)$. Since $V$ changes by at most $M$ per unit time, $\|g'(s)\|\le 2sM$ for $s\ge0$. Integrating from $0$ to $h$ gives $\|\delta^2D(t)\|\le h^2M$.

**The error equation.** Inserting $P_n=e_n+D(nh)$ into the recursion gives

$$e_{n+2}=(2-\kappa)e_{n+1}-e_n-s_n,\qquad s_n=\delta^2D((n+1)h),$$

with $e_0=e_1=0$ and $2-\kappa=2\cos\theta$.

**Its solution.** Let $S_n=\sum_{k=0}^{n-1}\sin((n-k)\theta)\,s_k$. Then

$$\sin\theta\; e_{n+1}=-S_n .$$

For $n=0$ both sides vanish, and for $n=1$ the formula says $e_2=-s_0$ multiplied by $\sin\theta$. For the induction step, the identity

$$\sin((n+2-k)\theta)=2\cos\theta\,\sin((n+1-k)\theta)-\sin((n-k)\theta)$$

gives $S_{n+2}=2\cos\theta\,S_{n+1}-S_n+\sin\theta\,s_{n+1}$, where the last term is the newest drive. Multiplying the error equation for $e_{n+3}$ by $\sin\theta$ and using the formula for $n$ and $n+1$ yields

$$\sin\theta\,e_{n+3}=-2\cos\theta\,S_{n+1}+S_n-\sin\theta\,s_{n+1}=-S_{n+2}.$$

**The bound.** Each sine is at most $1$ in absolute value, so $\sin\theta\,\|e_{n+1}\|\le n h^2M\le(n+1)h^2M$. Together with $e_0=0$ this is the claim. Moreover,

$$\sin\theta=\sqrt{1-(1-\kappa/2)^2}=\sqrt{\kappa(1-\kappa/4)}.$$

If $nh\le T$, the bound is at most $ThM/\sin\theta$, which tends to zero with $h$ at fixed $\kappa$. At fixed $\omega_{\rm aux}>0$, by contrast, $\sin\theta$ shrinks like $h\,\omega_{\rm aux}$, and $ThM/\sin\theta$ tends to $TM/\omega_{\rm aux}$ instead of zero.

**Without a restoring force.** Convergence fails if $\kappa=0$ is allowed. Take the scalar test curve $D(t)=t^2$, which is not a physical density but satisfies the hypotheses with $M=2$. The recursion then extrapolates linearly, $P_n=nh^2$, and $e_n=-n(n-1)h^2$. At $nh=T$ the error is $-T^2+Th$, which tends to $-T^2$.

**Resonance.** Take another scalar test curve, again not a physical density by itself: $D(t)=\cos(\omega t)$. Let $\varphi=\omega h$, with $\cos\varphi=1-\kappa/2$ and $\sin\varphi\ne0$. Then $s_n=-\kappa\cos((n+1)\varphi)$. Try $e_n=C(n-1)\sin(n\varphi)$, which vanishes at $n=0$ and $n=1$. In $e_{n+2}-2\cos\varphi\,e_{n+1}+e_n$ the terms proportional to $n$ cancel, leaving

$$C\bigl[\sin((n+2)\varphi)-\sin(n\varphi)\bigr]=2C\sin\varphi\cos((n+1)\varphi).$$

This equals $-s_n$ when $C=\kappa/(2\sin\varphi)$, hence

$$e_n=\frac{\kappa(n-1)\sin(n\varphi)}{2\sin\varphi}.$$

Linear growth in $n$ thus occurs at fixed step. It does not conflict with convergence: keeping $\varphi$ fixed as $h\to0$ requires $\omega=\varphi/h$, so the acceleration bound $M=\omega^2$ grows as $h^{-2}$.

## The recursion and the error in Lean

The space `E` carries only a norm and real scalar multiplication; neither finite dimension nor completeness is assumed.

```lean
import Mathlib

open Finset

namespace ExtendedLagrangianBOMD

noncomputable section

variable {E : Type*} [NormedAddCommGroup E] [NormedSpace ℝ E]
```

The function `auxDensity` is the recursion above, with $P_n$ written `auxDensity κ h D n`. The starting values, two exact ground-state densities, are the first two cases of the definition. Every later step also uses the exact ground-state density, so errors from an incomplete electronic optimisation are not part of the model.

```lean
/-- The auxiliary density: Verlet steps of length `h` in a harmonic well centred at the
ground-state density `D`, with dimensionless force constant `κ`, started on `D`. -/
def auxDensity (κ h : ℝ) (D : ℝ → E) : ℕ → E
  | 0 => D 0
  | 1 => D h
  | n + 2 => (2 : ℝ) • auxDensity κ h D (n + 1) - auxDensity κ h D n
      + κ • (D (((n + 1 : ℕ) : ℝ) * h) - auxDensity κ h D (n + 1))
```

The tracking error $e_n$ compares the two densities at the grid time $nh$.

```lean
/-- The deviation of the auxiliary density from the ground-state density after `n` steps. -/
def trackingError (κ h : ℝ) (D : ℝ → E) (n : ℕ) : E :=
  auxDensity κ h D n - D ((n : ℝ) * h)
```

The second difference takes the step before the time: `secondDifference D h t` is $\delta^2D(t)$.

```lean
/-- The central second difference of the ground-state density at time `t`. -/
def secondDifference (D : ℝ → E) (h t : ℝ) : E :=
  D (t + h) - (2 : ℝ) • D t + D (t - h)
```

## Bounding the drive

The hypotheses `hV` and `hA` say that $D$ has derivative $V$ and $V$ has derivative $A$ at every time. Continuity of $A$ is not required, so this is slightly weaker than $D\in C^2$. The bound `hM` is imposed on the whole time axis.

In the proof, `hL` is the Lipschitz estimate for the velocity, `hg` computes $g'$, and `h0` is $g(0)=0$. The final step replaces the integral by a comparison principle: $\|g(s)\|$ starts no higher than $s^2M$ and grows no faster, so it stays below it up to $s=h$.

```lean
/-- If the acceleration of the density is bounded by `M`, its central second difference
is bounded by `h ^ 2 * M`. -/
theorem norm_secondDifference_le {D V A : ℝ → E} {M h : ℝ}
    (hV : ∀ t, HasDerivAt D (V t) t) (hA : ∀ t, HasDerivAt V (A t) t)
    (hM : ∀ t, ‖A t‖ ≤ M) (hh : 0 ≤ h) (t : ℝ) :
    ‖secondDifference D h t‖ ≤ h ^ 2 * M := by
  -- the velocity is Lipschitz with constant `M`
  have hL : ∀ x y, ‖V y - V x‖ ≤ M * ‖y - x‖ := fun x y =>
    convex_univ.norm_image_sub_le_of_norm_hasDerivWithin_le
      (fun z _ => (hA z).hasDerivWithinAt) (fun z _ => hM z)
      (Set.mem_univ x) (Set.mem_univ y)
  have hg : ∀ x, HasDerivAt (fun s => D (t + s) - (2 : ℝ) • D t + D (t - s))
      (V (t + x) - V (t - x)) x := by
    intro x
    have h1 := HasDerivAt.comp_const_add t x (hV (t + x))
    have h2 := HasDerivAt.comp_const_sub t x (hV (t - x))
    exact ((h1.sub_const ((2 : ℝ) • D t)).fun_add h2).congr_deriv
      (sub_eq_add_neg _ _).symm
  have h0 : D (t + 0) - (2 : ℝ) • D t + D (t - 0) = 0 := by
    rw [add_zero, sub_zero]
    module
  -- compare the growth in the step with that of `s ^ 2 * M`
  exact image_norm_le_of_norm_deriv_right_le_deriv_boundary
    (f := fun s => D (t + s) - (2 : ℝ) • D t + D (t - s))
    (f' := fun x => V (t + x) - V (t - x)) (a := 0) (b := h)
    (B := fun s => s ^ 2 * M) (B' := fun s => 2 * s * M)
    (fun x _ => (hg x).continuousAt.continuousWithinAt)
    (fun x _ => (hg x).hasDerivWithinAt)
    (by
      show ‖D (t + 0) - (2 : ℝ) • D t + D (t - 0)‖ ≤ (0 : ℝ) ^ 2 * M
      rw [h0]
      simp)
    (fun x => ((hasDerivAt_pow 2 x).mul_const M).congr_deriv (by norm_num))
    (fun x hx => by
      have h3 := hL (t - x) (t + x)
      rw [show t + x - (t - x) = 2 * x by ring,
        Real.norm_of_nonneg (by linarith [hx.1])] at h3
      linarith)
    ⟨hh, le_rfl⟩
```

## Solving the error equation

The next theorem is the error equation, valid for every real $\kappa$ and every curve $D$. After unfolding the definitions and matching the grid times, `module` checks the remaining linear identity between vectors.

```lean
/-- The tracking error obeys a linear two-step recursion with coefficient `2 - κ`, driven by minus
the second difference of the ground-state density. -/
theorem trackingError_recursion (κ h : ℝ) (D : ℝ → E) (n : ℕ) :
    trackingError κ h D (n + 2) = (2 - κ) • trackingError κ h D (n + 1)
      - trackingError κ h D n - secondDifference D h (((n + 1 : ℕ) : ℝ) * h) := by
  have hP : auxDensity κ h D (n + 2) = (2 : ℝ) • auxDensity κ h D (n + 1)
      - auxDensity κ h D n
      + κ • (D (((n + 1 : ℕ) : ℝ) * h) - auxDensity κ h D (n + 1)) := rfl
  have ha : ((n + 2 : ℕ) : ℝ) * h = ((n + 1 : ℕ) : ℝ) * h + h := by push_cast; ring
  have hb : ((n + 1 : ℕ) : ℝ) * h - h = (n : ℝ) * h := by push_cast; ring
  unfold trackingError secondDifference
  rw [hP, ha, hb]
  module
```

The Duhamel formula is stated for arbitrary sequences `e` and `s`. It keeps the factor $\sin\theta$ on the left, so no division is needed. Two-step induction supplies the formula for $n$ and $n+1$ as `ih0` and `ih1`. The identity `hs` is the sine recurrence summed over $k<n$, while `a1`, `a2` and `a3` evaluate the kernel for the latest drives. The last line combines the two induction hypotheses exactly as in the derivation.

```lean
/-- Discrete Duhamel formula: if `e` obeys the driven two-step recursion with coefficient `2 * cos
θ` and its first two values are zero, then `sin θ • e (n + 1)` is minus the sum of the drives `s k`
with `k < n`, weighted by `sin ((n - k) * θ)`. -/
theorem discrete_duhamel {θ : ℝ} {e s : ℕ → E} (h0 : e 0 = 0) (h1 : e 1 = 0)
    (he : ∀ n, e (n + 2) = (2 * Real.cos θ) • e (n + 1) - e n - s n) (n : ℕ) :
    Real.sin θ • e (n + 1)
      = -∑ k ∈ range n, Real.sin (((n : ℝ) - (k : ℝ)) * θ) • s k := by
  induction n using Nat.twoStepInduction with
  | zero => simp [h1]
  | one =>
    have h2 : e 2 = -s 0 := by simpa [h0, h1] using he 0
    simp [h2]
  | more n ih0 ih1 =>
    -- the sine kernel obeys the free oscillator equation
    have hs : ∑ k ∈ range n, Real.sin ((((n + 2 : ℕ) : ℝ) - (k : ℝ)) * θ) • s k
        = (2 * Real.cos θ) •
            ∑ k ∈ range n, Real.sin ((((n + 1 : ℕ) : ℝ) - (k : ℝ)) * θ) • s k
          - ∑ k ∈ range n, Real.sin (((n : ℝ) - (k : ℝ)) * θ) • s k := by
      rw [Finset.smul_sum, ← Finset.sum_sub_distrib]
      refine Finset.sum_congr rfl fun k _ => ?_
      rw [smul_smul, ← sub_smul]
      congr 1
      rw [show (((n + 2 : ℕ) : ℝ) - (k : ℝ)) * θ
          = (((n + 1 : ℕ) : ℝ) - (k : ℝ)) * θ + θ by push_cast; ring,
        show ((n : ℝ) - (k : ℝ)) * θ
          = (((n + 1 : ℕ) : ℝ) - (k : ℝ)) * θ - θ by push_cast; ring,
        Real.sin_add, Real.sin_sub]
      ring
    have a1 : Real.sin ((((n + 2 : ℕ) : ℝ) - (n : ℝ)) * θ)
        = 2 * Real.cos θ * Real.sin θ := by
      rw [show (((n + 2 : ℕ) : ℝ) - (n : ℝ)) * θ = 2 * θ by push_cast; ring,
        Real.sin_two_mul]
      ring
    have a2 : Real.sin ((((n + 2 : ℕ) : ℝ) - ((n + 1 : ℕ) : ℝ)) * θ) = Real.sin θ := by
      congr 1
      push_cast
      ring
    have a3 : Real.sin ((((n + 1 : ℕ) : ℝ) - (n : ℝ)) * θ) = Real.sin θ := by
      congr 1
      push_cast
      ring
    rw [Finset.sum_range_succ, a3] at ih1
    rw [show n + 2 + 1 = n + 1 + 2 from rfl, he (n + 1), Finset.sum_range_succ,
      Finset.sum_range_succ, hs, a1, a2]
    linear_combination (norm := module) (2 * Real.cos θ) • ih1 - ih0
```

## The tracking bound

The main theorem assumes $\cos\theta=1-\kappa/2$ and $\sin\theta>0$, which together force $0<\kappa<4$; $\theta$ itself need not lie in $(0,\pi)$. The case $n=0$ is separate. For `n + 1`, the `calc` chain inserts the Duhamel formula, applies the triangle inequality, bounds each sine by one and each drive by $h^2M$, and finally enlarges $n$ to $n+1$.

```lean
/-- Main bound: if the acceleration of the ground-state density is bounded by `M`, `cos θ = 1 - κ /
2` and `sin θ > 0`, the auxiliary density stays within `n * h ^ 2 * M / sin θ` of the ground-state
density after `n` steps. -/
theorem norm_trackingError_le {D V A : ℝ → E} {M h κ θ : ℝ}
    (hV : ∀ t, HasDerivAt D (V t) t) (hA : ∀ t, HasDerivAt V (A t) t)
    (hM : ∀ t, ‖A t‖ ≤ M) (hh : 0 ≤ h)
    (hc : Real.cos θ = 1 - κ / 2) (hs : 0 < Real.sin θ) (n : ℕ) :
    ‖trackingError κ h D n‖ ≤ n * h ^ 2 * M / Real.sin θ := by
  have hM0 : 0 ≤ M := (norm_nonneg _).trans (hM 0)
  have e0 : trackingError κ h D 0 = 0 := by simp [trackingError, auxDensity]
  have e1 : trackingError κ h D 1 = 0 := by simp [trackingError, auxDensity]
  cases n with
  | zero => simp [e0]
  | succ n =>
    have hd := discrete_duhamel (θ := θ) (e := trackingError κ h D)
      (s := fun k => secondDifference D h (((k + 1 : ℕ) : ℝ) * h)) e0 e1
      (fun k => by
        rw [show 2 * Real.cos θ = 2 - κ by linarith]
        exact trackingError_recursion κ h D k) n
    rw [le_div_iff₀ hs]
    calc ‖trackingError κ h D (n + 1)‖ * Real.sin θ
        = ‖Real.sin θ • trackingError κ h D (n + 1)‖ := by
          rw [norm_smul, Real.norm_of_nonneg hs.le, mul_comm]
      _ = ‖∑ k ∈ range n, Real.sin (((n : ℝ) - (k : ℝ)) * θ) •
            secondDifference D h (((k + 1 : ℕ) : ℝ) * h)‖ := by rw [hd, norm_neg]
      _ ≤ ∑ _k ∈ range n, h ^ 2 * M := by
          refine norm_sum_le_of_le _ fun k _ => ?_
          rw [norm_smul, ← one_mul (h ^ 2 * M)]
          exact mul_le_mul (Real.abs_sin_le_one _)
            (norm_secondDifference_le hV hA hM hh _) (norm_nonneg _) zero_le_one
      _ = n * (h ^ 2 * M) := by simp
      _ ≤ ((n + 1 : ℕ) : ℝ) * h ^ 2 * M := by
          push_cast
          nlinarith [mul_nonneg (sq_nonneg h) hM0]
```

To remove $\theta$ from the statement, the next proof chooses $\theta=\arccos(1-\kappa/2)$ and computes its sine.

```lean
/-- The tracking bound for `0 < κ < 4`, with `sin θ` replaced by its expression in the force
constant `κ`. -/
theorem norm_trackingError_le_sqrt {D V A : ℝ → E} {M h κ : ℝ}
    (hV : ∀ t, HasDerivAt D (V t) t) (hA : ∀ t, HasDerivAt V (A t) t)
    (hM : ∀ t, ‖A t‖ ≤ M) (hh : 0 ≤ h) (h0 : 0 < κ) (h4 : κ < 4) (n : ℕ) :
    ‖trackingError κ h D n‖ ≤ n * h ^ 2 * M / √(κ * (1 - κ / 4)) := by
  have hsin : Real.sin (Real.arccos (1 - κ / 2)) = √(κ * (1 - κ / 4)) := by
    rw [Real.sin_arccos]
    congr 1
    ring
  rw [← hsin]
  refine norm_trackingError_le hV hA hM hh
    (Real.cos_arccos (by linarith) (by linarith)) ?_ n
  rw [hsin]
  exact Real.sqrt_pos.2 (mul_pos h0 (by linarith))
```

## Convergence at the grid times

In the convergence theorem, the step-size threshold $\delta$ (unrelated to the difference symbol $\delta^2$) is chosen before $h$ and $n$, which makes the estimate uniform over all steps with $nh\le T$. It concerns grid times only, since $P$ is not defined between them. The proof takes $\delta=\varepsilon/(|T|M/\sin\theta+1)$, with $\sin\theta$ written as the square root; the added $1$ keeps the denominator positive when $M$ or $T$ is zero.

```lean
/-- For fixed `κ` with `0 < κ < 4` and a ground-state density with bounded acceleration, the
tracking error tends to zero with the time step, uniformly over the grid times up to `T`. -/
theorem trackingError_uniformly_small {D V A : ℝ → E} {M κ : ℝ}
    (hV : ∀ t, HasDerivAt D (V t) t) (hA : ∀ t, HasDerivAt V (A t) t)
    (hM : ∀ t, ‖A t‖ ≤ M) (h0 : 0 < κ) (h4 : κ < 4) (T : ℝ) {ε : ℝ} (hε : 0 < ε) :
    ∃ δ > 0, ∀ h, 0 < h → h < δ → ∀ n : ℕ, n * h ≤ T → ‖trackingError κ h D n‖ < ε := by
  have hM0 : 0 ≤ M := (norm_nonneg _).trans (hM 0)
  have hK : 0 ≤ M / √(κ * (1 - κ / 4)) := div_nonneg hM0 (Real.sqrt_nonneg _)
  have hC : 0 < |T| * (M / √(κ * (1 - κ / 4))) + 1 := by positivity
  refine ⟨ε / (|T| * (M / √(κ * (1 - κ / 4))) + 1), div_pos hε hC, ?_⟩
  intro h hh hδ n hn
  rw [lt_div_iff₀ hC] at hδ
  calc ‖trackingError κ h D n‖
      ≤ n * h ^ 2 * M / √(κ * (1 - κ / 4)) :=
        norm_trackingError_le_sqrt hV hA hM hh.le h0 h4 n
    _ = (n * h) * (h * (M / √(κ * (1 - κ / 4)))) := by ring
    _ ≤ |T| * (h * (M / √(κ * (1 - κ / 4)))) :=
        mul_le_mul_of_nonneg_right (hn.trans (le_abs_self T)) (mul_nonneg hh.le hK)
    _ < ε := by linarith
```

## Linear growth at resonance

Here $E=\mathbb R$ and $D$ is the cosine test curve. The two-step induction verifies the closed form found above: all phases are expressed through that of the middle step, the addition formulas expand them, and $\kappa$ is replaced by $2-2\cos(\omega h)$. What remains is an algebraic identity, closed by `field_simp` and `ring`.

```lean
/-- Resonance: if `D t = cos (ω t)` with `cos (ω h) = 1 - κ / 2` and `sin (ω h) ≠ 0`, the tracking
error after `n` steps is `sin (n ω h)` times a prefactor proportional to `n - 1`. -/
theorem trackingError_resonance {κ h ω : ℝ} (hc : Real.cos (ω * h) = 1 - κ / 2)
    (hs : Real.sin (ω * h) ≠ 0) (n : ℕ) :
    trackingError κ h (fun t => Real.cos (ω * t)) n
      = κ * ((n : ℝ) - 1) * Real.sin (n * (ω * h)) / (2 * Real.sin (ω * h)) := by
  induction n using Nat.twoStepInduction with
  | zero => simp [trackingError, auxDensity]
  | one => simp [trackingError, auxDensity]
  | more n ih0 ih1 =>
    have hk : κ = 2 - 2 * Real.cos (ω * h) := by linarith
    -- express all phases through the phase of the middle step
    have s2 : Real.sin (((n + 2 : ℕ) : ℝ) * (ω * h))
        = Real.sin (((n + 1 : ℕ) : ℝ) * (ω * h) + ω * h) := by
      congr 1
      push_cast
      ring
    have s0 : Real.sin ((n : ℝ) * (ω * h))
        = Real.sin (((n + 1 : ℕ) : ℝ) * (ω * h) - ω * h) := by
      congr 1
      push_cast
      ring
    have hm : ω * (((n + 1 : ℕ) : ℝ) * h) = ((n + 1 : ℕ) : ℝ) * (ω * h) := by ring
    rw [trackingError_recursion, ih1, ih0, s2, s0]
    simp only [secondDifference, smul_eq_mul, mul_add ω, mul_sub ω, hm,
      Real.cos_add, Real.cos_sub, Real.sin_add, Real.sin_sub]
    rw [hk]
    generalize Real.sin (((n + 1 : ℕ) : ℝ) * (ω * h)) = a
    generalize Real.cos (((n + 1 : ℕ) : ℝ) * (ω * h)) = b
    generalize Real.cos (ω * h) = c
    generalize Real.sin (ω * h) = s at hs ⊢
    push_cast
    field_simp
    ring

end

end ExtendedLagrangianBOMD
```

```lean
#print axioms ExtendedLagrangianBOMD.norm_trackingError_le
#print axioms ExtendedLagrangianBOMD.trackingError_uniformly_small
#print axioms ExtendedLagrangianBOMD.trackingError_resonance
```

```
'ExtendedLagrangianBOMD.norm_trackingError_le' depends on axioms: [propext, Classical.choice, Quot.sound]
'ExtendedLagrangianBOMD.trackingError_uniformly_small' depends on axioms: [propext, Classical.choice, Quot.sound]
'ExtendedLagrangianBOMD.trackingError_resonance' depends on axioms: [propext, Classical.choice, Quot.sound]
```
